# For two qubit states $\rho$ and $\rho'$, the greatest value of $\mathrm{Tr}\,E(\rho-\rho')$ over all effects $E$ is half the distance between their Bloch vectors

## Bloch vectors, effects and projectors

A Bloch vector is a vector $r=(r_0,r_1,r_2)\in\mathbb R^3$, whose components belong to the $x$, $y$ and $z$ axes in that order. With the Pauli matrices $\sigma_x,\sigma_y,\sigma_z$ and $r\cdot\sigma=r_0\sigma_x+r_1\sigma_y+r_2\sigma_z$, the corresponding qubit operator is

$$\rho(r)=\tfrac12(1+r\cdot\sigma)=\frac12\begin{pmatrix}1+r_2 & r_0-ir_1\\ r_0+ir_1 & 1-r_2\end{pmatrix}.$$

It is Hermitian with trace 1 and eigenvalues $(1\pm\|r\|)/2$, so it is a density matrix when $\|r\|\le1$.

An effect is a matrix $E$ for which both $E$ and $1-E$ are positive semidefinite. It describes one outcome of a two-outcome measurement: in the state $\rho$ that outcome has probability $\mathrm{Tr}\,E\rho$, and the other has probability $\mathrm{Tr}\,(1-E)\rho$. A projector is a matrix with $P^\dagger=P=P^2$.

For two states $\rho(r)$ and $\rho(s)$, the quantity $\mathrm{Tr}\,E(\rho(r)-\rho(s))$ is the difference between the probabilities that they give to the same outcome. Its maximum over all effects is $\|r-s\|/2$, and a projector attains it.

## Overlaps and positivity

Multiplying the matrices of $\rho(a)$ and $\rho(b)$ and adding the diagonal entries gives

$$\begin{aligned}
\mathrm{Tr}\,\rho(a)\rho(b)=\tfrac14\big[&(1+a_2)(1+b_2)+(a_0-ia_1)(b_0+ib_1)\\
&+(a_0+ia_1)(b_0-ib_1)+(1-a_2)(1-b_2)\big].
\end{aligned}$$

The imaginary parts cancel, leaving $\mathrm{Tr}\,\rho(a)\rho(b)=(1+a\cdot b)/2$.

Let $n$ be a unit vector. The diagonal entries of $\rho(n)^2$ are

$$\tfrac14\big[(1\pm n_2)^2+n_0^2+n_1^2\big]=\tfrac14(2\pm2n_2)=\tfrac12(1\pm n_2),$$

and the upper off-diagonal entry is $\tfrac14(n_0-in_1)\big[(1+n_2)+(1-n_2)\big]=\tfrac12(n_0-in_1)$. The lower one is its conjugate. Hence $\rho(n)^2=\rho(n)$, and $\rho(n)$ is a projector.

Every projector $P$ is an effect, because $P=P^\dagger P$ and $1-P=(1-P)^\dagger(1-P)$. If $A$ is positive semidefinite, then idempotency and cyclicity of the trace give

$$\mathrm{Tr}\,AP=\mathrm{Tr}\,APP=\mathrm{Tr}\,PAP\ge0.$$

## The maximum and the measurement that attains it

Choose a unit vector $n$ with $r-s=\|r-s\|\,n$. Since $\rho(n)-\rho(-n)=n\cdot\sigma$,

$$\rho(r)-\rho(s)=\tfrac12(r-s)\cdot\sigma=\frac{\|r-s\|}{2}\big(\rho(n)-\rho(-n)\big).$$

For any effect $E$, the identity $\mathrm{Tr}\,\rho(n)=1$ gives

$$1-\mathrm{Tr}\,E\big(\rho(n)-\rho(-n)\big)=\mathrm{Tr}\,(1-E)\rho(n)+\mathrm{Tr}\,E\rho(-n)\ge0.$$

Both terms on the right are traces of a positive semidefinite matrix times a projector. Multiplying by $\|r-s\|/2\ge0$ yields

$$\mathrm{Tr}\,E(\rho(r)-\rho(s))\le\frac{\|r-s\|}{2}.$$

For $E=\rho(n)$, the overlap formula gives $\mathrm{Tr}\,\rho(n)\rho(n)=1$ and $\mathrm{Tr}\,\rho(n)\rho(-n)=0$, so equality holds. If the qubit is a spin 1/2, this is a measurement of the spin component along $n$, which for $r\ne s$ is the direction of $r-s$.

In the limiting case $r=s$, the difference of the operators vanishes. The maximum is 0, every effect attains it, and $n$ may be any unit vector.

## Guessing the state, and guessing without error

Suppose that one of the two states is supplied, each with probability $1/2$, and that outcome $E$ is read as $\rho(r)$. The probability of a correct guess is

$$\tfrac12\big[\mathrm{Tr}\,E\rho(r)+\mathrm{Tr}\,(1-E)\rho(s)\big]=\tfrac12+\tfrac12\mathrm{Tr}\,E(\rho(r)-\rho(s)),$$

with maximum $\tfrac12+\|r-s\|/4$. This is Helstrom's bound for one qubit and equal priors; it limits the single-shot readout of a qubit known to be in one of two given, equally likely states.

Perfect discrimination means $\mathrm{Tr}\,E\rho(r)=1$ and $\mathrm{Tr}\,E\rho(s)=0$. The bound then requires $\|r-s\|\ge2$. If both vectors lie in the unit ball, the parallelogram identity gives

$$\|r+s\|^2=2\|r\|^2+2\|s\|^2-\|r-s\|^2\le4-4=0,$$

so $s=-r$. Also $2\le\|r-s\|\le\|r\|+\|s\|\le\|r\|+1$, which forces $\|r\|=1$. Conversely, if $\|r\|=1$ and $s=-r$, the effect $E=\rho(r)$ gives the traces 1 and 0. Only antipodal pure states of a qubit can be told apart without error in every run.

## How the theorems express this

`Bloch` is three-dimensional real Euclidean space, so `‖r - s‖` is the ordinary length. `QubitOp` is the type of complex $2\times2$ matrices, and `blochState r` is $\rho(r)$. `IsEffect` and `IsProjector` are the two definitions above, stated for any finite index type.

In `trace_distance`, the first part says that $\|r-s\|/2$ is the greatest element (`IsGreatest`) of the set of complex numbers $\mathrm{Tr}\,E(\rho(r)-\rho(s))$ with $E$ an effect. The order on $\mathbb C$ is the one in which $z\le w$ means $\mathrm{Re}\,z\le\mathrm{Re}\,w$ and $\mathrm{Im}\,z=\mathrm{Im}\,w$. An upper bound by a real number therefore also says that every such trace is real. The second part supplies the unit vector $n$ and the projector $\rho(n)$ that attains the maximum.

The theorem holds for all real vectors $r$ and $s$; it describes physical states when both lie in the unit ball. The same applies to `helstrom_equal_priors`, where `successProb` is defined through real parts. Only `perfect_discrimination_iff` assumes $\|r\|\le1$ and $\|s\|\le1$.

The trace distance is often defined as half the trace norm of the difference of the two states. The file works with the variational expression throughout and does not prove that the two agree, nor that the unit ball is exactly the set of qubit density matrices. Unequal priors, several copies and higher-dimensional states are not treated.

## The Lean file

```lean
import Mathlib

open Matrix
open scoped ComplexOrder

namespace QubitTraceDistance

noncomputable section

/-- Bloch vectors: real three-dimensional Euclidean space. -/
abbrev Bloch := EuclideanSpace ℝ (Fin 3)

/-- Operators on a qubit: complex 2 × 2 matrices. -/
abbrev QubitOp := Matrix (Fin 2) (Fin 2) ℂ

/-- The Pauli matrix σ_x. -/
def sigmaX : QubitOp := !![0, 1; 1, 0]

/-- The Pauli matrix σ_y. -/
def sigmaY : QubitOp := !![0, -Complex.I; Complex.I, 0]

/-- The Pauli matrix σ_z. -/
def sigmaZ : QubitOp := !![1, 0; 0, -1]

/-- The operator r · σ = r_x σ_x + r_y σ_y + r_z σ_z. -/
def sigmaDot (r : Bloch) : QubitOp :=
  ((r 0 : ℝ) : ℂ) • sigmaX + ((r 1 : ℝ) : ℂ) • sigmaY + ((r 2 : ℝ) : ℂ) • sigmaZ

/-- The qubit operator ρ(r) = (1 + r · σ)/2 with Bloch vector r. -/
def blochState (r : Bloch) : QubitOp := (1 / 2 : ℂ) • (1 + sigmaDot r)

/-- An effect: both E and 1 - E are positive semidefinite. -/
def IsEffect {ι : Type*} [Fintype ι] [DecidableEq ι] (E : Matrix ι ι ℂ) : Prop :=
  E.PosSemidef ∧ (1 - E).PosSemidef

/-- An orthogonal projector: Hermitian and idempotent. -/
def IsProjector {ι : Type*} [Fintype ι] (P : Matrix ι ι ℂ) : Prop :=
  Pᴴ = P ∧ P * P = P

/-- The real number (Re Tr(E ρ(r)) + Re Tr((1 - E) ρ(s)))/2. For an effect E and ‖r‖, ‖s‖ ≤ 1 it
is the probability of guessing correctly between ρ(r) and ρ(s), given with equal priors, when
outcome E is read as ρ(r) and outcome 1 - E as ρ(s). -/
def successProb (E : QubitOp) (r s : Bloch) : ℝ :=
  ((trace (E * blochState r)).re + (trace ((1 - E) * blochState s)).re) / 2

/-- The matrix elements of ρ(r) in terms of the components of r. -/
theorem blochState_eq (r : Bloch) :
    blochState r =
      !![(1 + ((r 2 : ℝ) : ℂ)) / 2, (((r 0 : ℝ) : ℂ) - Complex.I * ((r 1 : ℝ) : ℂ)) / 2;
         (((r 0 : ℝ) : ℂ) + Complex.I * ((r 1 : ℝ) : ℂ)) / 2, (1 - ((r 2 : ℝ) : ℂ)) / 2] := by
  ext i j
  fin_cases i <;> fin_cases j <;>
    simp [blochState, sigmaDot, sigmaX, sigmaY, sigmaZ, Matrix.one_fin_two] <;> ring

/-- The scalar product of two Bloch vectors in components. -/
theorem inner_bloch (a b : Bloch) :
    inner ℝ a b = a 0 * b 0 + a 1 * b 1 + a 2 * b 2 := by
  simp [PiLp.inner_apply, Fin.sum_univ_three]
  ring1

/-- The overlap of two Bloch operators: Tr(ρ(a) ρ(b)) = (1 + a · b)/2. -/
theorem trace_blochState_mul (a b : Bloch) :
    trace (blochState a * blochState b) = (((1 + inner ℝ a b) / 2 : ℝ) : ℂ) := by
  rw [blochState_eq a, blochState_eq b, Matrix.mul_fin_two, Matrix.trace_fin_two_of,
    inner_bloch]
  push_cast
  linear_combination (-(((a 1 : ℝ) : ℂ) * ((b 1 : ℝ) : ℂ)) / 2) * Complex.I_sq

/-- For a unit vector n the operator ρ(n) is an orthogonal projector. -/
theorem isProjector_blochState {n : Bloch} (hn : ‖n‖ = 1) : IsProjector (blochState n) := by
  constructor
  · rw [blochState_eq]
    ext i j
    fin_cases i <;> fin_cases j
    all_goals
      first
        | (simp [Matrix.conjTranspose_apply]; done)
        | (simp [Matrix.conjTranspose_apply]; ring1)
  · -- idempotency rests on n_x² + n_y² + n_z² = 1
    have h' : (n 0 : ℝ) ^ 2 + (n 1 : ℝ) ^ 2 + (n 2 : ℝ) ^ 2 = 1 := by
      have h0 := inner_bloch n n
      rw [real_inner_self_eq_norm_sq, hn] at h0
      linear_combination (-1) * h0
    have h : ((n 0 : ℝ) : ℂ) ^ 2 + ((n 1 : ℝ) : ℂ) ^ 2 + ((n 2 : ℝ) : ℂ) ^ 2 = 1 := by
      have hc := congrArg Complex.ofReal h'
      simp only [Complex.ofReal_add, Complex.ofReal_pow, Complex.ofReal_one] at hc
      exact hc
    have ext2 : ∀ a b c d a' b' c' d' : ℂ, a = a' → b = b' → c = c' → d = d' →
        !![a, b; c, d] = !![a', b'; c', d'] := by
      rintro _ _ _ _ _ _ _ _ rfl rfl rfl rfl
      rfl
    rw [blochState_eq, Matrix.mul_fin_two]
    apply ext2
    · linear_combination (1 / 4) * h - (((n 1 : ℝ) : ℂ) ^ 2 / 4) * Complex.I_sq
    · ring
    · ring
    · linear_combination (1 / 4) * h - (((n 1 : ℝ) : ℂ) ^ 2 / 4) * Complex.I_sq

/-- Every orthogonal projector, in any finite dimension, is an effect. -/
theorem IsProjector.isEffect {ι : Type*} [Fintype ι] [DecidableEq ι] {P : Matrix ι ι ℂ}
    (hP : IsProjector P) : IsEffect P := by
  have h1 := Matrix.posSemidef_conjTranspose_mul_self P
  rw [hP.1, hP.2] at h1
  have h2 := Matrix.posSemidef_conjTranspose_mul_self (1 - P)
  have e : (1 - P)ᴴ * (1 - P) = 1 - P := by
    rw [Matrix.conjTranspose_sub, Matrix.conjTranspose_one, hP.1]
    calc (1 - P) * (1 - P) = 1 - P - P + P * P := by noncomm_ring
      _ = 1 - P := by rw [hP.2]; abel
  rw [e] at h2
  exact ⟨h1, h2⟩

/-- For A positive semidefinite and P an orthogonal projector, Tr(A P) is real and
non-negative. -/
theorem trace_mul_projector_nonneg {ι : Type*} [Fintype ι] {A P : Matrix ι ι ℂ}
    (hA : A.PosSemidef) (hP : IsProjector P) : 0 ≤ trace (A * P) := by
  -- Tr(A P) = Tr(P A P), the trace of a positive semidefinite matrix
  have h := (hA.conjTranspose_mul_mul_same P).trace_nonneg
  have e : trace (Pᴴ * A * P) = trace (A * P) := by
    rw [hP.1, Matrix.trace_mul_cycle, hP.2, Matrix.trace_mul_comm P A]
  rw [e] at h
  exact h

/-- If r - s = c n, then ρ(r) - ρ(s) = (c/2) (ρ(n) - ρ(-n)). -/
theorem blochState_sub {r s n : Bloch} {c : ℝ} (h : r - s = c • n) :
    blochState r - blochState s = ((c / 2 : ℝ) : ℂ) • (blochState n - blochState (-n)) := by
  obtain rfl : r = s + c • n := by
    rw [← h]
    abel
  simp only [blochState_eq]
  ext i j
  fin_cases i <;> fin_cases j <;> simp <;> ring

/-- For an effect E and a unit vector n, Tr(E (ρ(n) - ρ(-n))) is real and at most 1. -/
theorem trace_effect_antipodal_le {E : QubitOp} (hE : IsEffect E) {n : Bloch}
    (hn : ‖n‖ = 1) : trace (E * (blochState n - blochState (-n))) ≤ 1 := by
  have hn' : ‖-n‖ = 1 := by rw [norm_neg, hn]
  have h1 := trace_mul_projector_nonneg hE.2 (isProjector_blochState hn)
  have h2 := trace_mul_projector_nonneg hE.1 (isProjector_blochState hn')
  have t : trace (blochState n) = 1 := by
    rw [blochState_eq, Matrix.trace_fin_two_of]
    ring
  -- the deficit from 1 is a sum of two non-negative traces
  have e : 1 - trace (E * (blochState n - blochState (-n))) =
      trace ((1 - E) * blochState n) + trace (E * blochState (-n)) := by
    simp only [Matrix.mul_sub, Matrix.sub_mul, Matrix.one_mul, Matrix.trace_sub, t]
    ring
  apply sub_nonneg.mp
  rw [e]
  exact add_nonneg h1 h2

/-- If n is a unit vector with r - s = ‖r - s‖ n, then Tr(ρ(n) (ρ(r) - ρ(s))) = ‖r - s‖/2. -/
theorem trace_direction_eq {r s n : Bloch} (hn : ‖n‖ = 1) (h : r - s = ‖r - s‖ • n) :
    trace (blochState n * (blochState r - blochState s)) = ((‖r - s‖ / 2 : ℝ) : ℂ) := by
  rw [blochState_sub h, Matrix.mul_smul, Matrix.trace_smul, Matrix.mul_sub, Matrix.trace_sub,
    trace_blochState_mul, trace_blochState_mul, inner_neg_right, real_inner_self_eq_norm_sq,
    hn, smul_eq_mul]
  push_cast
  ring

/-- Over all effects E, the greatest value of Tr(E (ρ(r) - ρ(s))) in the
order of ℂ (so all values are real) is ‖r - s‖/2. It is attained by the projector ρ(n) for a
unit vector n with r - s = ‖r - s‖ n. -/
theorem trace_distance (r s : Bloch) :
    IsGreatest {z : ℂ | ∃ E : QubitOp, IsEffect E ∧
        z = trace (E * (blochState r - blochState s))} ((‖r - s‖ / 2 : ℝ) : ℂ) ∧
    ∃ n : Bloch, ‖n‖ = 1 ∧ r - s = ‖r - s‖ • n ∧ IsProjector (blochState n) ∧
      trace (blochState n * (blochState r - blochState s)) = ((‖r - s‖ / 2 : ℝ) : ℂ) := by
  -- every vector is its length times a unit vector
  have key : ∀ d : Bloch, ∃ n : Bloch, ‖n‖ = 1 ∧ d = ‖d‖ • n := by
    intro d
    by_cases h : d = 0
    · subst h
      exact ⟨EuclideanSpace.single 2 1, by simp, by simp⟩
    · have hd : ‖d‖ ≠ 0 := norm_ne_zero_iff.mpr h
      refine ⟨‖d‖⁻¹ • d, ?_, ?_⟩
      · rw [norm_smul, norm_inv, norm_norm, inv_mul_cancel₀ hd]
      · rw [smul_smul, mul_inv_cancel₀ hd, one_smul]
  obtain ⟨n, hn, h⟩ := key (r - s)
  have hP := isProjector_blochState hn
  have ht := trace_direction_eq hn h
  refine ⟨⟨⟨blochState n, hP.isEffect, ht.symm⟩, ?_⟩, n, hn, h, hP, ht⟩
  -- upper bound from the decomposition into ρ(n) and ρ(-n)
  rintro _ ⟨E, hE, rfl⟩
  have hc : (0 : ℂ) ≤ ((‖r - s‖ / 2 : ℝ) : ℂ) := Complex.zero_le_real.mpr (by positivity)
  rw [blochState_sub h, Matrix.mul_smul, Matrix.trace_smul, smul_eq_mul]
  exact mul_le_of_le_one_right hc (trace_effect_antipodal_le hE hn)

/-- For all vectors r and s, the greatest value of successProb E r s as E runs over all
effects is 1/2 + ‖r - s‖/4. -/
theorem helstrom_equal_priors (r s : Bloch) :
    IsGreatest {p : ℝ | ∃ E : QubitOp, IsEffect E ∧ p = successProb E r s}
      (1 / 2 + ‖r - s‖ / 4) := by
  have t : trace (blochState s) = 1 := by
    rw [blochState_eq, Matrix.trace_fin_two_of]
    ring
  -- success probability = 1/2 + Tr(E (ρ(r) - ρ(s)))/2
  have key : ∀ E : QubitOp, successProb E r s =
      1 / 2 + (trace (E * (blochState r - blochState s))).re / 2 := by
    intro E
    unfold successProb
    simp only [Matrix.mul_sub, Matrix.sub_mul, Matrix.one_mul, Matrix.trace_sub, t,
      Complex.sub_re, Complex.one_re]
    ring
  obtain ⟨⟨⟨E, hE, he⟩, hub⟩, -⟩ := trace_distance r s
  constructor
  · refine ⟨E, hE, ?_⟩
    rw [key, ← he, Complex.ofReal_re]
    ring
  · rintro _ ⟨F, hF, rfl⟩
    have h : trace (F * (blochState r - blochState s)) ≤ ((‖r - s‖ / 2 : ℝ) : ℂ) :=
      hub ⟨F, hF, rfl⟩
    have h2 := (Complex.le_def.mp h).1
    rw [Complex.ofReal_re] at h2
    rw [key]
    linarith

/-- For Bloch vectors in the unit ball, an effect with Tr(E ρ(r)) = 1 and Tr(E ρ(s)) = 0 exists
if and only if ‖r‖ = 1 and s = -r. -/
theorem perfect_discrimination_iff {r s : Bloch} (hr : ‖r‖ ≤ 1) (hs : ‖s‖ ≤ 1) :
    (∃ E : QubitOp, IsEffect E ∧ trace (E * blochState r) = 1 ∧
      trace (E * blochState s) = 0) ↔ ‖r‖ = 1 ∧ s = -r := by
  constructor
  · rintro ⟨E, hE, h1, h0⟩
    have h : trace (E * (blochState r - blochState s)) ≤ ((‖r - s‖ / 2 : ℝ) : ℂ) :=
      (trace_distance r s).1.2 ⟨E, hE, rfl⟩
    rw [Matrix.mul_sub, Matrix.trace_sub, h1, h0, sub_zero] at h
    have h2 := (Complex.le_def.mp h).1
    rw [Complex.one_re, Complex.ofReal_re] at h2
    -- ‖r - s‖ ≥ 2 and the parallelogram identity force r + s = 0
    have ha := norm_add_sq_real r s
    have hb := norm_sub_sq_real r s
    have hr2 : ‖r‖ ^ 2 ≤ 1 := by nlinarith [norm_nonneg r]
    have hs2 : ‖s‖ ^ 2 ≤ 1 := by nlinarith [norm_nonneg s]
    have hd : 4 ≤ ‖r - s‖ ^ 2 := by nlinarith [sq_nonneg (‖r - s‖ - 2)]
    have hsq : ‖r + s‖ ^ 2 ≤ 0 := by linarith
    have hz : ‖r + s‖ = 0 :=
      (pow_eq_zero_iff two_ne_zero).mp (le_antisymm hsq (sq_nonneg _))
    exact ⟨le_antisymm hr (by linarith [norm_sub_le r s]),
      eq_neg_of_add_eq_zero_right (norm_eq_zero.mp hz)⟩
  · rintro ⟨h1, rfl⟩
    refine ⟨blochState r, (isProjector_blochState h1).isEffect, ?_, ?_⟩
    · rw [trace_blochState_mul, real_inner_self_eq_norm_sq, h1]
      norm_num
    · rw [trace_blochState_mul, inner_neg_right, real_inner_self_eq_norm_sq, h1]
      norm_num

end

end QubitTraceDistance
```

```lean
#print axioms QubitTraceDistance.trace_distance
#print axioms QubitTraceDistance.helstrom_equal_priors
#print axioms QubitTraceDistance.perfect_discrimination_iff
```

```
'QubitTraceDistance.trace_distance' depends on axioms: [propext, Classical.choice, Quot.sound]
'QubitTraceDistance.helstrom_equal_priors' depends on axioms: [propext, Classical.choice, Quot.sound]
'QubitTraceDistance.perfect_discrimination_iff' depends on axioms: [propext, Classical.choice, Quot.sound]
```

## How the proof follows the derivation

`blochState_eq` establishes the explicit matrix entry by entry. `trace_blochState_mul` multiplies two such matrices and compares the result with the scalar product from `inner_bloch`; its `linear_combination` step inserts $i^2=-1$. In `isProjector_blochState`, the hypothesis $\|n\|=1$ becomes $n_0^2+n_1^2+n_2^2=1$, which is used in the two diagonal entries of $\rho(n)^2$. The off-diagonal entries follow by `ring` alone.

`IsProjector.isEffect` uses the two factorisations $P^\dagger P$ and $(1-P)^\dagger(1-P)$. `trace_mul_projector_nonneg` starts from the positivity of $P^\dagger AP$ and moves the factors around the trace until $\mathrm{Tr}\,AP$ remains.

`blochState_sub` is the proportionality between the two differences of operators. In `trace_effect_antipodal_le`, the equation `e` writes the deficit from 1 as a sum of two traces, and `add_nonneg` completes the bound. `trace_direction_eq` evaluates the optimal projector by means of the overlap formula.

The main theorem first proves, as `key`, that every vector is its length times a unit vector. A nonzero vector is normalised; for the zero vector the proof takes the unit vector along coordinate 2. The effect $\rho(n)$ then shows that the value belongs to the set, and `mul_le_of_le_one_right` multiplies the antipodal bound by the non-negative factor $\|r-s\|/2$.

In `helstrom_equal_priors`, `key` is the rewriting of the success probability as $\tfrac12$ plus half a trace, after which both halves of `IsGreatest` carry over. `perfect_discrimination_iff` extracts $1\le\|r-s\|/2$ from the real part of the complex inequality. The expansions of $\|r+s\|^2$ and $\|r-s\|^2$ together supply the parallelogram identity, and the triangle inequality `norm_sub_le` gives $\|r\|=1$. The converse evaluates two overlaps.
